# With ordered occupations and Hermitian coupling, the finite Lindhard sum is nonpositive and never grows in magnitude up the positive imaginary axis

Take two levels a distance $\Delta>0$ apart, coupled by a matrix element $m\neq 0$, and put one particle in the upper level and none in the lower. The response of this system at imaginary frequency $iw$ is $\chi(iw)=2|m|^2\Delta/(w^2+\Delta^2)$, which is positive. A random-phase correlation energy with repulsive strength $\lambda>0$ in this channel contains $\ln(1-\lambda\chi(iw))$, integrated over $w$. For large enough $\lambda$ the argument passes through zero and the integrand breaks down. For finitely many non-interacting levels and one Hermitian coupling, the result below excludes this failure whenever lower levels are at least as full as higher ones.

## The sign and decay of the response

Let the levels have real energies $e_i$ and real occupations $f_i$, with $i$ running over a finite set, and let $M$ be a Hermitian matrix. The Lindhard sum at complex frequency $z$ is

$$\chi(z)=\sum_{i,j}\frac{|M_{ij}|^2(f_i-f_j)}{z+e_i-e_j}.$$

Suppose that $f_i\ge f_j$ whenever $e_i<e_j$. Then for $w>0$ the number $\chi(iw)$ is real and nonpositive, and $|\chi(iw)|$ is nonincreasing in $w$.

The ordering condition says that there is no population inversion. Fermi–Dirac occupations satisfy it at every positive temperature, and so does a ground-state filling. Levels of equal energy may be filled unequally, as in a partly filled shell.

**Origin of the sum.** Set $\hbar=1$. Let $H$ and $\rho_0$ be diagonal with entries $e_i$ and $f_i$, and perturb $H$ by $M$ with time dependence $e^{-izt}$. At $z=iw$ this is a perturbation that grows as $e^{wt}$. The first-order change $R$ of the density matrix obeys

$$zR=[H,R]+[M,\rho_0].$$

Its $(j,i)$ element is $zR_{ji}=(e_j-e_i)R_{ji}+M_{ji}(f_i-f_j)$, and hence

$$(z+e_i-e_j)R_{ji}=(f_i-f_j)M_{ji}.$$

At $z=iw$ with $w\ne0$ the factor on the left has imaginary part $w$, so it can be divided out. Since $M$ is Hermitian, $M_{ij}M_{ji}=|M_{ij}|^2$, and the induced expectation value is

$$\operatorname{tr}(MR)=\sum_{i,j}M_{ij}R_{ji}=\chi(iw).$$

**Pairing opposite transitions.** Exchange the names $i$ and $j$ in the sum and use $|M_{ji}|=|M_{ij}|$. This gives a second expression for the same number:

$$\chi(iw)=\sum_{i,j}\frac{|M_{ij}|^2(f_j-f_i)}{iw+e_j-e_i}.$$

Write $g=f_i-f_j$ and $d=e_j-e_i$ for a given pair. Adding the two expressions brings together the terms

$$\frac{g}{iw-d}+\frac{-g}{iw+d}=\frac{2gd}{(iw)^2-d^2}=-\frac{2gd}{w^2+d^2}.$$

Half of the total is therefore

$$\chi(iw)=-\sum_{i,j}\frac{|M_{ij}|^2(f_i-f_j)(e_j-e_i)}{w^2+(e_j-e_i)^2}.$$

**Sign and monotonicity.** If $e_i<e_j$, both $f_i-f_j$ and $e_j-e_i$ are nonnegative. If $e_i>e_j$, both are nonpositive. If the energies agree, the product is zero. Every numerator is thus nonnegative, so $\chi(iw)\le0$ and $|\chi(iw)|$ is the sum without its minus sign. Raising $w>0$ enlarges each denominator and leaves the numerators alone, so no term can grow. If some pair with $e_a<e_b$ has $M_{ab}\neq0$ and $f_a>f_b$, its term strictly decreases, and so does the whole sum.

**High frequency.** For a constant $c$,

$$w^2\,\frac{c}{w^2+d^2}=c-\frac{c\,d^2}{w^2+d^2}\longrightarrow c\qquad(w\to\infty).$$

Summing over the finitely many pairs gives

$$w^2\chi(iw)\longrightarrow-\sum_{i,j}|M_{ij}|^2(f_i-f_j)(e_j-e_i).$$

This limit does not use the ordering of the occupations.

## Levels, coupling and response in Lean

The levels are labelled by a finite type `n`, which may have any number of elements.

```lean
import Mathlib

open Filter Topology

namespace LindhardImaginaryAxis

noncomputable section

variable {n : Type*} [Fintype n]
```

The functions `e` and `f` are the energies and occupations, and `M` is a complex matrix in the basis of the levels. Occupations are arbitrary real numbers: neither $0\le f_i\le1$ nor a fixed particle number is required, and a spin factor can be absorbed into `f`. The definition is the double sum as written above, with the real numerators and energy differences embedded in the complex numbers.

```lean
/-- The Lindhard sum at complex frequency `z`, for levels `e`, occupations `f` and coupling `M`.
Its domain is the set of `z` for which no denominator `z + e i - e j` vanishes. -/
def lindhard (e f : n → ℝ) (M : Matrix n n ℂ) (z : ℂ) : ℂ :=
  ∑ i, ∑ j, ((‖M i j‖ ^ 2 * (f i - f j) : ℝ) : ℂ) / (z + ((e i - e j : ℝ) : ℂ))
```

The familiar closed-form Lindhard function of the electron gas arises when such a sum becomes an integral over a Fermi sphere. The present definition stays with finitely many levels, and no thermodynamic limit is taken. The later hypothesis that `M` is Hermitian also matters for the gas: the density operator $e^{i\mathbf q\cdot\mathbf r}$ with $\mathbf q\neq0$ is not Hermitian, whereas its cosine and sine parts are.

The paired form of the sum has its own name. It is a real function of the real variable `w`.

```lean
/-- The sum of Lorentzians in the imaginary frequency `w`, one for each pair of levels.
Its domain is `w ≠ 0`. -/
def lorentzSum (e f : n → ℝ) (M : Matrix n n ℂ) (w : ℝ) : ℝ :=
  ∑ i, ∑ j, ‖M i j‖ ^ 2 * ((f i - f j) * (e j - e i)) / (w ^ 2 + (e j - e i) ^ 2)
```

The equation of motion is stated as a property of a matrix `R`. The two brackets are the commutators $[H,R]$ and $[M,\rho_0]$, written out with diagonal matrices.

```lean
/-- The linearised Liouville equation `z R = [H, R] + [M, ρ₀]` for the first-order density
matrix `R`, where `H` and `ρ₀` are diagonal with entries `e` and `f`. -/
def IsLinearResponse [DecidableEq n] (e f : n → ℝ) (M : Matrix n n ℂ) (z : ℂ)
    (R : Matrix n n ℂ) : Prop :=
  z • R = (Matrix.diagonal (fun i => (e i : ℂ)) * R - R * Matrix.diagonal (fun i => (e i : ℂ)))
    + (M * Matrix.diagonal (fun i => (f i : ℂ)) - Matrix.diagonal (fun i => (f i : ℂ)) * M)
```

## From the equation of motion to the Lindhard sum

The denominators are nonzero because their imaginary part is `w`. The proof takes imaginary parts of the supposed equation and contradicts `hw`.

```lean
/-- At a nonzero imaginary frequency no real transition energy is resonant. -/
theorem denominator_ne_zero {w : ℝ} (hw : w ≠ 0) (d : ℝ) :
    (w : ℂ) * Complex.I + (d : ℂ) ≠ 0 := by
  intro h
  apply hw
  simpa using congrArg Complex.im h
```

The next theorem exhibits a solution $R_{ji}=(f_i-f_j)M_{ji}/(iw+e_i-e_j)$, so the equation of motion is solvable at every nonzero imaginary frequency. The proof compares entries. The equation `key` says that the quotient times its denominator returns the numerator, and this is the $(j,i)$ element of the equation after rearrangement.

```lean
/-- At a nonzero imaginary frequency, the first-order density matrix with the entries written
here solves the linearised Liouville equation. -/
theorem isLinearResponse_witness [DecidableEq n] (e f : n → ℝ) (M : Matrix n n ℂ)
    {w : ℝ} (hw : w ≠ 0) :
    IsLinearResponse e f M (w * Complex.I) (Matrix.of fun j i =>
      ((f i - f j : ℝ) : ℂ) * M j i / (w * Complex.I + ((e i - e j : ℝ) : ℂ))) := by
  unfold IsLinearResponse
  ext j i
  have key := div_mul_cancel₀ (((f i - f j : ℝ) : ℂ) * M j i)
    (denominator_ne_zero hw (e i - e j))
  simp only [Matrix.smul_apply, Matrix.add_apply, Matrix.sub_apply, Matrix.diagonal_mul,
    Matrix.mul_diagonal, smul_eq_mul, Matrix.of_apply]
  push_cast at key ⊢
  linear_combination key
```

Conversely, every solution has $\operatorname{tr}(MR)=\chi(iw)$. The trace is expanded into a double sum and compared term by term. In the proof, `h` is the $(j,i)$ element of the equation of motion and `hn` is $M_{ij}M_{ji}=|M_{ij}|^2$, the place where Hermiticity enters. Multiplying `h` by $M_{ij}$ and inserting `hn` gives the required term.

```lean
/-- For Hermitian `M` and nonzero imaginary frequency, the induced expectation value `tr (M R)`
of any solution `R` of the linearised Liouville equation is the Lindhard sum. -/
theorem trace_eq_lindhard [DecidableEq n] {e f : n → ℝ} {M R : Matrix n n ℂ}
    (hM : M.IsHermitian) {w : ℝ} (hw : w ≠ 0)
    (hR : IsLinearResponse e f M (w * Complex.I) R) :
    (M * R).trace = lindhard e f M (w * Complex.I) := by
  unfold lindhard
  simp only [Matrix.trace, Matrix.diag_apply, Matrix.mul_apply]
  refine Finset.sum_congr rfl fun i _ => Finset.sum_congr rfl fun j _ => ?_
  -- the equation of motion for one matrix element
  have h := congrFun (congrFun hR j) i
  simp only [Matrix.smul_apply, Matrix.add_apply, Matrix.sub_apply, Matrix.diagonal_mul,
    Matrix.mul_diagonal, smul_eq_mul] at h
  have hn : M i j * M j i = (‖M i j‖ : ℂ) ^ 2 := by
    rw [← hM.apply j i]
    exact Complex.mul_conj' _
  rw [eq_div_iff (denominator_ne_zero hw (e i - e j))]
  push_cast
  linear_combination M i j * h + ((f i : ℂ) - f j) * hn
```

## Opposite transitions combine into a real term

The algebra for one pair is isolated here, with `m` standing for $|M_{ij}|^2$, `g` for $f_i-f_j$ and `d` for $e_j-e_i$. The equation `h` is the product of the two denominators, $(iw-d)(iw+d)=-(w^2+d^2)$.

```lean
/-- At a nonzero imaginary frequency, a transition and its reverse add up to a real Lorentzian. -/
theorem pair_term (m g d : ℝ) {w : ℝ} (hw : w ≠ 0) :
    ((m * g : ℝ) : ℂ) / (w * Complex.I + ((-d : ℝ) : ℂ))
      + ((m * -g : ℝ) : ℂ) / (w * Complex.I + (d : ℂ))
      = -(2 * ((m * (g * d) / (w ^ 2 + d ^ 2) : ℝ) : ℂ)) := by
  have hA := denominator_ne_zero hw (-d)
  have hB := denominator_ne_zero hw d
  have h : ((w : ℂ) * Complex.I + ((-d : ℝ) : ℂ)) * (w * Complex.I + (d : ℂ))
      = -((w : ℂ) ^ 2 + (d : ℂ) ^ 2) := by
    push_cast
    linear_combination (w : ℂ) ^ 2 * Complex.I_sq
  rw [div_add_div _ _ hA hB, h, div_neg]
  push_cast
  ring
```

In the full sum, `swap` is the expression with the two levels exchanged, and `hsum` adds it to the original by applying `pair_term` to every pair. Dividing by two finishes the proof. The occupations need no ordering here, so the response is real at nonzero imaginary frequency even for an inverted population.

```lean
/-- For Hermitian `M` and nonzero imaginary frequency, the Lindhard sum is minus the real sum
of Lorentzians. -/
theorem lindhard_eq_neg_lorentzSum (e f : n → ℝ) {M : Matrix n n ℂ} (hM : M.IsHermitian)
    {w : ℝ} (hw : w ≠ 0) :
    lindhard e f M (w * Complex.I) = -(lorentzSum e f M w : ℂ) := by
  -- exchange the two levels in every pair
  have swap : lindhard e f M (w * Complex.I) = ∑ i, ∑ j,
      ((‖M i j‖ ^ 2 * (f j - f i) : ℝ) : ℂ) / (w * Complex.I + ((e j - e i : ℝ) : ℂ)) := by
    unfold lindhard
    rw [Finset.sum_comm]
    refine Finset.sum_congr rfl fun i _ => Finset.sum_congr rfl fun j _ => ?_
    have hn : ‖M j i‖ = ‖M i j‖ := by rw [← hM.apply j i, norm_star]
    rw [hn]
  have hsum : lindhard e f M (w * Complex.I) + ∑ i, ∑ j,
      ((‖M i j‖ ^ 2 * (f j - f i) : ℝ) : ℂ) / (w * Complex.I + ((e j - e i : ℝ) : ℂ))
      = -(2 * (lorentzSum e f M w : ℂ)) := by
    unfold lindhard lorentzSum
    simp only [Complex.ofReal_sum, Finset.mul_sum, ← Finset.sum_neg_distrib,
      ← Finset.sum_add_distrib]
    refine Finset.sum_congr rfl fun i _ => Finset.sum_congr rfl fun j _ => ?_
    have h := pair_term (‖M i j‖ ^ 2) (f i - f j) (e j - e i) hw
    rw [neg_sub, neg_sub] at h
    exact h
  rw [← swap] at hsum
  linear_combination hsum / 2
```

## Ordered occupations fix the sign

The hypothesis `hf` is the absence of population inversion: `e i < e j` implies `f j ≤ f i`. The proof follows the three cases of the derivation by hand, with the lower level first, the energies equal, or the lower level second.

```lean
omit [Fintype n] in
/-- If lower levels are at least as occupied as higher ones, every pair of levels has a
nonnegative weight. -/
theorem weight_nonneg {e f : n → ℝ} (hf : ∀ i j, e i < e j → f j ≤ f i)
    (M : Matrix n n ℂ) (i j : n) :
    0 ≤ ‖M i j‖ ^ 2 * ((f i - f j) * (e j - e i)) := by
  refine mul_nonneg (sq_nonneg _) ?_
  rcases lt_trichotomy (e i) (e j) with h | h | h
  · exact mul_nonneg (sub_nonneg.2 (hf i j h)) (sub_nonneg.2 h.le)
  · simp [h]
  · nlinarith [mul_nonneg (sub_nonneg.2 (hf j i h)) (sub_nonneg.2 h.le)]
```

The main theorem has two parts. The first says that for each `w > 0` the imaginary part of $\chi(iw)$ is zero and its real part is at most zero. The second, `AntitoneOn` on `Set.Ioi 0`, says that $|\chi(iv)|\le|\chi(iw)|$ whenever $0<w\le v$. The static point $w=0$ is left out; there, the denominator vanishes in every term with $i=j$ and for every degenerate pair.

In the proof, `hpos` records that the sum of Lorentzians is nonnegative. This settles the sign, and it also lets the absolute value be replaced by the sum itself. The last step compares the fractions pair by pair: equal nonnegative numerators, larger denominators.

```lean
/-- For Hermitian `M`, and lower levels at least as occupied as higher ones, the Lindhard sum at
`i w` with `w > 0` is real and nonpositive, and its absolute value is nonincreasing in `w`. -/
theorem lindhard_real_nonpos_antitone {e f : n → ℝ} {M : Matrix n n ℂ} (hM : M.IsHermitian)
    (hf : ∀ i j, e i < e j → f j ≤ f i) :
    (∀ w : ℝ, 0 < w → (lindhard e f M (w * Complex.I)).im = 0 ∧
      (lindhard e f M (w * Complex.I)).re ≤ 0) ∧
    AntitoneOn (fun w : ℝ => ‖lindhard e f M (w * Complex.I)‖) (Set.Ioi 0) := by
  have hpos : ∀ w : ℝ, 0 ≤ lorentzSum e f M w := fun w =>
    Finset.sum_nonneg fun i _ => Finset.sum_nonneg fun j _ =>
      div_nonneg (weight_nonneg hf M i j) (by positivity)
  refine ⟨fun w hw => ?_, fun w hw v hv hwv => ?_⟩
  · rw [lindhard_eq_neg_lorentzSum e f hM hw.ne']
    simpa using hpos w
  · have hw' : 0 < w := hw
    have hv' : 0 < v := hv
    simp only [lindhard_eq_neg_lorentzSum e f hM hw'.ne',
      lindhard_eq_neg_lorentzSum e f hM hv'.ne', norm_neg, Complex.norm_real,
      Real.norm_of_nonneg (hpos _)]
    -- no term of the sum grows with the imaginary frequency
    refine Finset.sum_le_sum fun i _ => Finset.sum_le_sum fun j _ => ?_
    have := weight_nonneg hf M i j
    exact div_le_div_of_nonneg_left this (by positivity) (by gcongr)
```

Strict decrease needs one active transition, from a level `a` to a higher level `b` with `M a b ≠ 0` and `f b < f a`. The inequality `hle` covers all pairs, and `hc` shows that the numerator of the pair `a`, `b` is positive. One strict inequality among the terms then makes the sums differ strictly.

```lean
/-- Let `M` be Hermitian, and let lower levels be at least as occupied as higher ones. If `M`
couples some level to a higher one that is strictly less occupied, the absolute value of the
Lindhard sum at `i w` is strictly decreasing in `w > 0`. -/
theorem lindhard_strictAnti {e f : n → ℝ} {M : Matrix n n ℂ} (hM : M.IsHermitian)
    (hf : ∀ i j, e i < e j → f j ≤ f i) {a b : n} (hab : M a b ≠ 0)
    (he : e a < e b) (hfab : f b < f a) :
    StrictAntiOn (fun w : ℝ => ‖lindhard e f M (w * Complex.I)‖) (Set.Ioi 0) := by
  intro w hw v hv hwv
  have hw' : 0 < w := hw
  have hv' : 0 < v := hv
  have hpos : ∀ u : ℝ, 0 ≤ lorentzSum e f M u := fun u =>
    Finset.sum_nonneg fun i _ => Finset.sum_nonneg fun j _ =>
      div_nonneg (weight_nonneg hf M i j) (by positivity)
  have hsq : w ^ 2 < v ^ 2 := by nlinarith
  have hle : ∀ i j, ‖M i j‖ ^ 2 * ((f i - f j) * (e j - e i)) / (v ^ 2 + (e j - e i) ^ 2)
      ≤ ‖M i j‖ ^ 2 * ((f i - f j) * (e j - e i)) / (w ^ 2 + (e j - e i) ^ 2) := fun i j =>
    div_le_div_of_nonneg_left (weight_nonneg hf M i j) (by positivity) (by linarith)
  simp only [lindhard_eq_neg_lorentzSum e f hM hw'.ne',
    lindhard_eq_neg_lorentzSum e f hM hv'.ne', norm_neg, Complex.norm_real,
    Real.norm_of_nonneg (hpos _)]
  -- the coupled pair makes the inequality strict
  refine Finset.sum_lt_sum (fun i _ => Finset.sum_le_sum fun j _ => hle i j)
    ⟨a, Finset.mem_univ a, Finset.sum_lt_sum (fun j _ => hle a j) ⟨b, Finset.mem_univ b, ?_⟩⟩
  have hc : 0 < ‖M a b‖ ^ 2 * ((f a - f b) * (e b - e a)) :=
    mul_pos (pow_pos (norm_pos_iff.2 hab) 2) (mul_pos (sub_pos.2 hfab) (sub_pos.2 he))
  exact div_lt_div_of_pos_left hc (by positivity) (by linarith)
```

## The inverse-square tail

The last theorem gives the coefficient of the $1/w^2$ tail, which can serve as a check on the far end of an imaginary-frequency grid for a finite non-interacting system. It is stated for the real part of $\chi(iw)$, which for $w>0$ is the whole of it. The auxiliary `term` is the limit for a single Lorentzian, obtained from the same splitting $c-c\,d^2/(w^2+d^2)$ as before. The finite sum of these limits, with its sign reversed, is the stated value.

```lean
/-- For Hermitian `M`, the real part of the Lindhard sum at `i w`, multiplied by `w ^ 2`, tends
for large `w` to minus the energy-weighted sum of transition strengths. -/
theorem lindhard_high_frequency (e f : n → ℝ) {M : Matrix n n ℂ} (hM : M.IsHermitian) :
    Tendsto (fun w : ℝ => w ^ 2 * (lindhard e f M (w * Complex.I)).re) atTop
      (𝓝 (-∑ i, ∑ j, ‖M i j‖ ^ 2 * ((f i - f j) * (e j - e i)))) := by
  -- the tail of a single Lorentzian
  have term : ∀ c d : ℝ, Tendsto (fun w : ℝ => w ^ 2 * (c / (w ^ 2 + d ^ 2))) atTop (𝓝 c) := by
    intro c d
    have h0 : Tendsto (fun w : ℝ => w ^ 2 + d ^ 2) atTop atTop :=
      tendsto_atTop_add_const_right _ _ (tendsto_pow_atTop two_ne_zero)
    have h1 : Tendsto (fun w : ℝ => c - c * d ^ 2 * (w ^ 2 + d ^ 2)⁻¹) atTop
        (𝓝 (c - c * d ^ 2 * 0)) :=
      ((tendsto_inv_atTop_zero.comp h0).const_mul _).const_sub _
    rw [mul_zero, sub_zero] at h1
    refine h1.congr' ?_
    filter_upwards [eventually_gt_atTop (0 : ℝ)] with w hw
    have hD : w ^ 2 + d ^ 2 ≠ 0 := by positivity
    linear_combination (-c) * mul_inv_cancel₀ hD
  have hsum := (tendsto_finsetSum Finset.univ fun i _ =>
    tendsto_finsetSum Finset.univ fun j _ =>
      term (‖M i j‖ ^ 2 * ((f i - f j) * (e j - e i))) (e j - e i)).neg
  refine hsum.congr' ?_
  filter_upwards [eventually_gt_atTop (0 : ℝ)] with w hw
  rw [lindhard_eq_neg_lorentzSum e f hM hw.ne']
  simp only [Complex.neg_re, Complex.ofReal_re, lorentzSum, mul_neg, Finset.mul_sum]

end

end LindhardImaginaryAxis
```

```lean
#print axioms LindhardImaginaryAxis.trace_eq_lindhard
#print axioms LindhardImaginaryAxis.lindhard_real_nonpos_antitone
#print axioms LindhardImaginaryAxis.lindhard_strictAnti
#print axioms LindhardImaginaryAxis.lindhard_high_frequency
```

```
'LindhardImaginaryAxis.trace_eq_lindhard' depends on axioms: [propext, Classical.choice, Quot.sound]
'LindhardImaginaryAxis.lindhard_real_nonpos_antitone' depends on axioms: [propext, Classical.choice, Quot.sound]
'LindhardImaginaryAxis.lindhard_strictAnti' depends on axioms: [propext, Classical.choice, Quot.sound]
'LindhardImaginaryAxis.lindhard_high_frequency' depends on axioms: [propext, Classical.choice, Quot.sound]
```
